# The mean phase of independent ±1 auxiliary fields with fixed local values is a product of cosines

In auxiliary-field quantum Monte Carlo, an interaction written as the square of a one-body operator is replaced by an average over random fields that couple to the operator itself. If the square enters the Hamiltonian with a positive coefficient, as for a repulsion written in terms of densities, this coupling is imaginary, so a sampled path in general carries a complex phase factor, and the signal is what remains after these factors are averaged.

A path has $n$ steps, labelled $k=0,\dots,n-1$. Step $k$ has a field $x_k=\pm1$, a local value $a_k$ of the coupled operator and a background shift $c_k$, which is subtracted from the operator before the field is introduced. The real coupling $s$ stands for the interaction strength and the time step. All these quantities are dimensionless. The two-valued fields are a simplification of Gaussian ones: for a number $v$, the mean of $e^{ixsv}$ over $x=\pm1$ is $\cos(sv)$, which differs from the Gaussian result $e^{-s^2v^2/2}$ at order $s^4$.

In Lean 4 with Mathlib:

```lean
import Mathlib

open Filter Topology

namespace AuxiliaryFieldPhase

noncomputable section
```

A field is stored as a Boolean, and `spin` converts it to $+1$ or $-1$. The name refers to the field and not to electron spin.

```lean
/-- The value `+1` or `-1` of a discrete auxiliary field. -/
def spin (b : Bool) : ℝ := if b then 1 else -1
```

With $\theta_k=s(a_k-c_k)$, the phase factor of a path is

$$P(x)=\prod_k e^{i x_k\theta_k}.$$

In `pathPhase`, `a` and `c` are real functions of the step alone. The model thus treats the coupled operator as a number. In a simulation the operator acts on the walker, and the factor by which the walker's overlap with the trial state changes agrees with $e^{ix_k\theta_k}$ in general only to first order in $s$. The local value is then in general complex and depends on the walker, and so on the earlier fields. The theorems below do not cover these effects.

```lean
/-- The phase factor collected along a path of `n` auxiliary fields `x k`, with coupling `s`,
local values `a k` and background shifts `c k`: the product of `exp (i s x_k (a_k - c_k))`. -/
def pathPhase {n : ℕ} (s : ℝ) (a c : Fin n → ℝ) (x : Fin n → Bool) : ℂ :=
  ∏ k, Complex.exp (((s * spin (x k) * (a k - c k) : ℝ) : ℂ) * Complex.I)
```

Independent uniform signs give each of the $2^n$ configurations the same weight, so the mean is $\langle f\rangle=2^{-n}\sum_x f(x)$.

```lean
/-- The mean of `f` over `n` independent, uniformly distributed signs. -/
def fieldMean {n : ℕ} (f : (Fin n → Bool) → ℂ) : ℂ := (∑ x, f x) / 2 ^ n
```

The variance is that of the complex number $P$, not of its angle: $\operatorname{Var}P=\langle|P-\langle P\rangle|^2\rangle$.

```lean
/-- The variance of the path phase: its mean squared distance from its own mean. -/
def phaseVariance {n : ℕ} (s : ℝ) (a c : Fin n → ℝ) : ℝ :=
  (∑ x, ‖pathPhase s a c x - fieldMean (pathPhase s a c)‖ ^ 2) / 2 ^ n
```

## Unit modulus of each sample, cosines in the mean

Each $\theta_k$ is real, so $|e^{ix_k\theta_k}|=1$, and a product of such factors has modulus one.

```lean
/-- Every sampled path phase has modulus one. -/
theorem norm_pathPhase {n : ℕ} (s : ℝ) (a c : Fin n → ℝ) (x : Fin n → Bool) :
    ‖pathPhase s a c x‖ = 1 := by
  unfold pathPhase
  rw [norm_prod]
  exact Finset.prod_eq_one fun k _ => Complex.norm_exp_ofReal_mul_I _
```

For one step, with $d=a_k-c_k$, the two signs add up to

$$e^{isd}+e^{-isd}=2\cos(sd).$$

```lean
/-- Summing the phase of one step over the two signs of its field gives twice a cosine. -/
theorem sum_step (s d : ℝ) :
    ∑ b : Bool, Complex.exp (((s * spin b * d : ℝ) : ℂ) * Complex.I)
      = 2 * ((Real.cos (s * d) : ℝ) : ℂ) := by
  have e1 : s * spin true * d = s * d := by simp [spin]
  have e2 : s * spin false * d = -(s * d) := by simp [spin]
  rw [Fintype.sum_bool, e1, e2, Complex.ofReal_neg, Complex.ofReal_cos, Complex.two_cos]
```

Since the $k$-th factor depends only on $x_k$, the sum over configurations factorises:

$$\langle P\rangle=2^{-n}\prod_k\sum_{x_k=\pm1}e^{ix_k\theta_k}=2^{-n}\prod_k 2\cos\theta_k=\prod_k\cos\theta_k.$$

The factorisation is `h` in the proof, obtained from `Finset.prod_univ_sum`. The one-step sum is then inserted and the factor $2^n$ cancels.

```lean
/-- The mean path phase is the product of the cosines `cos (s (a_k - c_k))` of the steps. -/
theorem mean_pathPhase {n : ℕ} (s : ℝ) (a c : Fin n → ℝ) :
    fieldMean (pathPhase s a c) = ((∏ k, Real.cos (s * (a k - c k)) : ℝ) : ℂ) := by
  -- independence: the sum over configurations factorises into sums over single fields
  have h : ∑ x : Fin n → Bool, pathPhase s a c x
      = ∏ k, ∑ b : Bool,
          Complex.exp (((s * spin b * (a k - c k) : ℝ) : ℂ) * Complex.I) := by
    unfold pathPhase
    rw [Finset.prod_univ_sum, Fintype.piFinset_univ]
  have h2 : (2 : ℂ) ^ n ≠ 0 := pow_ne_zero _ two_ne_zero
  unfold fieldMean
  rw [h, Finset.prod_congr rfl fun k _ => sum_step s (a k - c k), Finset.prod_mul_distrib,
    Finset.prod_const, Finset.card_univ, Fintype.card_fin, mul_div_cancel_left₀ _ h2,
    Complex.ofReal_prod]
```

For constant $a$ and $c$ all cosines are equal, and $\langle P\rangle=\cos^n(s(a-c))$.

```lean
/-- For a constant local value `a` and a constant shift `c`, the mean phase after `n` steps is
`cos (s (a - c)) ^ n`. -/
theorem mean_pathPhase_const (n : ℕ) (s a c : ℝ) :
    fieldMean (pathPhase s (fun _ : Fin n => a) (fun _ => c))
      = ((Real.cos (s * (a - c)) : ℝ) : ℂ) ^ n := by
  rw [mean_pathPhase, Finset.prod_const, Finset.card_univ, Fintype.card_fin,
    Complex.ofReal_pow]
```

## Noise that grows as the mean shrinks

Write $m=\langle P\rangle$, which is real. Because $|P|=1$,

$$|P-m|^2=1+m^2-2m\,\mathrm{Re}\,P.$$

The mean of $\mathrm{Re}\,P$ is $m$, so $\operatorname{Var}P=1+m^2-2m^2=1-m^2$. In the proof, `hp` is the expansion of the square, and `hre` gives the sum of the real parts before division by $2^n$.

```lean
/-- The variance of the path phase is one minus the square of the mean phase. -/
theorem phaseVariance_eq {n : ℕ} (s : ℝ) (a c : Fin n → ℝ) :
    phaseVariance s a c = 1 - (∏ k, Real.cos (s * (a k - c k))) ^ 2 := by
  have hm := mean_pathPhase s a c
  unfold phaseVariance
  rw [hm]
  generalize (∏ k, Real.cos (s * (a k - c k))) = m at hm ⊢
  -- expand the square, using that each sample has modulus one
  have hp : ∀ x, ‖pathPhase s a c x - (m : ℂ)‖ ^ 2
      = (1 + m ^ 2) - 2 * m * (pathPhase s a c x).re := by
    intro x
    have h1 : ‖pathPhase s a c x‖ ^ 2 = 1 := by
      rw [norm_pathPhase]; norm_num
    rw [Complex.sq_norm, Complex.normSq_apply] at h1 ⊢
    simp only [Complex.sub_re, Complex.sub_im, Complex.ofReal_re, Complex.ofReal_im]
    linear_combination h1
  -- the real parts sum to the mean times the number of configurations
  have hre : ∑ x, (pathPhase s a c x).re = m * 2 ^ n := by
    have h2 : (2 : ℂ) ^ n ≠ 0 := pow_ne_zero _ two_ne_zero
    have hs : ∑ x, pathPhase s a c x = ((m * 2 ^ n : ℝ) : ℂ) := by
      unfold fieldMean at hm
      rw [(div_eq_iff h2).mp hm]
      push_cast
      rfl
    rw [← Complex.re_sum, hs, Complex.ofReal_re]
  have hcard : ∑ _x : Fin n → Bool, (1 + m ^ 2) = 2 ^ n * (1 + m ^ 2) := by
    simp
    ring
  have h2 : (2 : ℝ) ^ n ≠ 0 := pow_ne_zero _ two_ne_zero
  rw [Finset.sum_congr rfl fun x _ => hp x, Finset.sum_sub_distrib, ← Finset.mul_sum, hre,
    hcard, div_eq_iff h2]
  ring
```

## Decay with the number of steps

Let $a$ and $c$ be constant and $\theta=s(a-c)$. If $\sin\theta=0$, then $|\cos\theta|=1$; the mean keeps modulus one for every $n$ and cannot tend to zero. If $\sin\theta\neq0$, then $\cos^2\theta=1-\sin^2\theta<1$, so $|\cos\theta|<1$ and the powers $\cos^n\theta$ tend to zero. The two directions of the proof are these two cases.

```lean
/-- For constant `a` and `c`, the mean phase decays to zero with the number of steps exactly
when `sin (s (a - c))` is nonzero. -/
theorem mean_tendsto_zero_iff (s a c : ℝ) :
    Tendsto (fun n : ℕ => fieldMean (pathPhase s (fun _ : Fin n => a) (fun _ => c)))
      atTop (𝓝 0) ↔ Real.sin (s * (a - c)) ≠ 0 := by
  simp only [mean_pathPhase_const]
  constructor
  · intro h h0
    -- where the sine vanishes, the cosine has modulus one
    have h1 : ‖((Real.cos (s * (a - c)) : ℝ) : ℂ)‖ = 1 := by
      rw [Complex.norm_real, Real.norm_eq_abs]
      rcases Real.sin_eq_zero_iff_cos_eq.mp h0 with h | h <;> rw [h] <;> norm_num
    have h2 := h.norm
    simp only [norm_pow, h1, one_pow, norm_zero] at h2
    exact one_ne_zero (tendsto_nhds_unique tendsto_const_nhds h2)
  · intro h
    apply tendsto_pow_atTop_nhds_zero_of_norm_lt_one
    rw [Complex.norm_real, Real.norm_eq_abs]
    have hpos : 0 < Real.sin (s * (a - c)) ^ 2 := by positivity
    have hlt : Real.cos (s * (a - c)) ^ 2 < 1 := by
      linarith [Real.sin_sq_add_cos_sq (s * (a - c))]
    exact abs_lt.mpr ⟨by nlinarith, by nlinarith⟩
```

On $(-\pi,\pi)$ the sine vanishes only at zero. The condition $0<|\theta|<\pi$ therefore implies decay.

```lean
/-- For constant `a` and `c` with `0 < |s (a - c)| < π`, the mean phase decays to zero with the
number of steps. -/
theorem mean_tendsto_zero (s a c : ℝ) (h0 : 0 < |s * (a - c)|)
    (hpi : |s * (a - c)| < Real.pi) :
    Tendsto (fun n : ℕ => fieldMean (pathPhase s (fun _ : Fin n => a) (fun _ => c)))
      atTop (𝓝 0) := by
  rw [mean_tendsto_zero_iff]
  intro h
  have hb := abs_lt.mp hpi
  exact abs_pos.mp h0 ((Real.sin_eq_zero_iff_of_lt_of_lt hb.1 hb.2).mp h)
```

In this model with fixed local values, a constant mismatch between local value and shift with $\sin\theta\neq0$ thus makes the phase average tend to zero as the path grows, although no single sample loses modulus.

## The shift that removes the noise

If $c_k=a_k$ at every step, each exponent is zero and $P(x)=1$ for every configuration, not only on average.

```lean
/-- With the shift `c = a`, the phase factor of every single path equals one. -/
theorem pathPhase_meanField {n : ℕ} (s : ℝ) (a : Fin n → ℝ) (x : Fin n → Bool) :
    pathPhase s a a x = 1 := by
  simp [pathPhase]
```

Conversely, let $s\neq0$ and $|\theta_k|<\pi$ for all $k$, and suppose that $c_j\neq a_j$ at some step $j$. Then $\theta_j\neq0$, hence $\sin\theta_j\neq0$, and since every other squared cosine is at most one,

$$m^2=\prod_k\cos^2\theta_k\le\cos^2\theta_j<1.$$

The variance $1-m^2$ is then positive. Within this window, zero variance singles out $c=a$. The proof isolates step $j$ with `Finset.mul_prod_erase` and obtains the bound as `hle`. The inequality $|\theta_k|<\pi$ has to be strict: for a single step with $\theta_0=\pi$, both signs give the phase factor $-1$, and the variance is zero although $c\neq a$.

```lean
/-- For nonzero coupling and `|s (a_k - c_k)| < π` at every step, the phase variance vanishes
exactly for the shift `c = a`. -/
theorem phaseVariance_eq_zero_iff {n : ℕ} (s : ℝ) (a c : Fin n → ℝ) (hs : s ≠ 0)
    (h : ∀ k, |s * (a k - c k)| < Real.pi) :
    phaseVariance s a c = 0 ↔ c = a := by
  rw [phaseVariance_eq]
  constructor
  · intro hv
    funext j
    by_contra hne
    have hθ : s * (a j - c j) ≠ 0 := mul_ne_zero hs (sub_ne_zero.mpr (Ne.symm hne))
    have hb := abs_lt.mp (h j)
    have hsin : Real.sin (s * (a j - c j)) ≠ 0 := fun h0 =>
      hθ ((Real.sin_eq_zero_iff_of_lt_of_lt hb.1 hb.2).mp h0)
    have hpos : 0 < Real.sin (s * (a j - c j)) ^ 2 := by positivity
    -- the product of the squared cosines is at most the squared cosine of step `j`
    have hle : ∏ k, Real.cos (s * (a k - c k)) ^ 2 ≤ Real.cos (s * (a j - c j)) ^ 2 := by
      rw [← Finset.mul_prod_erase Finset.univ
        (fun k => Real.cos (s * (a k - c k)) ^ 2) (Finset.mem_univ j)]
      exact mul_le_of_le_one_right (sq_nonneg _)
        (Finset.prod_le_one (fun _ _ => sq_nonneg _) (fun _ _ => Real.cos_sq_le_one _))
    rw [← Finset.prod_pow] at hv
    linarith [Real.sin_sq_add_cos_sq (s * (a j - c j))]
  · intro hc
    simp [hc]

end

end AuxiliaryFieldPhase
```

In practice the shift is often a trial-state expectation value, called the mean-field shift. The local values vary from walker to walker and generally differ from it, so some phase noise remains. In the model, by `pathPhase_meanField`, the noise vanishes when the two agree at every step; in a simulation, terms of higher order in $s$ can leave a phase even then.

```lean
#print axioms AuxiliaryFieldPhase.mean_pathPhase_const
-- 'AuxiliaryFieldPhase.mean_pathPhase_const' depends on axioms: [propext, Classical.choice, Quot.sound]
#print axioms AuxiliaryFieldPhase.mean_tendsto_zero
-- 'AuxiliaryFieldPhase.mean_tendsto_zero' depends on axioms: [propext, Classical.choice, Quot.sound]
#print axioms AuxiliaryFieldPhase.pathPhase_meanField
-- 'AuxiliaryFieldPhase.pathPhase_meanField' depends on axioms: [propext, Classical.choice, Quot.sound]
#print axioms AuxiliaryFieldPhase.phaseVariance_eq_zero_iff
-- 'AuxiliaryFieldPhase.phaseVariance_eq_zero_iff' depends on axioms: [propext, Classical.choice, Quot.sound]
```
